# Enlarging a response basis never lowers a diagonal second-order response when the response matrix is positive definite

A subspace solver for static linear response projects the equations onto a set of trial vectors, solves the small system and adds trial vectors until the residual is small enough. If the response matrix is fixed and positive definite, a diagonal response, taken with the sign that makes it nonnegative, can only rise or stay the same as the trial space grows. A coupling between two different perturbations, such as the spins of two nuclei, has no such guarantee.

```lean
import Mathlib

open Matrix
open scoped ComplexOrder

namespace ResponseBasisBound

noncomputable section

variable {n m k : Type*} [Fintype n] [DecidableEq n] [Fintype m] [DecidableEq m]
  [Fintype k] [DecidableEq k]
```

## Full and projected response

Let A be the response matrix and let b and d be perturbation vectors, all complex and finite-dimensional. A dagger denotes the conjugate transpose, which the code comments write as a star. The full response is

R(b,d) = b†A⁻¹d.

It is diagonal for d = b and mixed otherwise. Physical prefactors and the sign relating R to an energy are left out.

```lean
/-- The second-order response `b* A⁻¹ d` of two perturbations `b` and `d`,
for an invertible response matrix `A`. -/
def response (A : Matrix n n ℂ) (b d : n → ℂ) : ℂ :=
  star b ⬝ᵥ (A⁻¹ *ᵥ d)
```

Let the columns of W be the basis vectors. Projecting the matrix and both perturbations gives

R_W(b,d) = (W†b)†(W†AW)⁻¹(W†d).

```lean
/-- The response computed in the basis formed by the columns of `W`: matrix and perturbations
are projected first. The projected matrix `W* A W` has to be invertible. -/
def basisResponse (A : Matrix n n ℂ) (W : Matrix n m ℂ) (b d : n → ℂ) : ℂ :=
  response (Wᴴ * A * W) (Wᴴ *ᵥ b) (Wᴴ *ᵥ d)
```

For the perturbation b, the small system has the solution c = (W†AW)⁻¹W†b. In the full space this is the approximate response vector

y = Wc.

```lean
/-- The response vector found in the basis `W`, written in the full space.
The projected matrix `W* A W` has to be invertible. -/
def basisVector (A : Matrix n n ℂ) (W : Matrix n m ℂ) (b : n → ℂ) : n → ℂ :=
  W *ᵥ ((Wᴴ * A * W)⁻¹ *ᵥ (Wᴴ *ᵥ b))
```

## Two solvable linear systems

The derivation moves matrices across the scalar product:

(Mu)†v = u†(M†v).

```lean
omit [DecidableEq n] [DecidableEq m] in
/-- A matrix moves from one side of the scalar product to the other as its adjoint. -/
theorem adjoint_move (M : Matrix m n ℂ) (u : n → ℂ) (v : m → ℂ) :
    star (M *ᵥ u) ⬝ᵥ v = star u ⬝ᵥ (Mᴴ *ᵥ v) := by
  rw [Matrix.star_mulVec, Matrix.dotProduct_mulVec]
```

A positive definite matrix has a nonzero determinant, so x = A⁻¹b satisfies

Ax = b.

```lean
/-- For a positive definite `A`, the vector `A⁻¹ b` solves the response equation `A x = b`. -/
theorem response_equation {A : Matrix n n ℂ} (hA : A.PosDef) (b : n → ℂ) :
    A *ᵥ (A⁻¹ *ᵥ b) = b := by
  rw [Matrix.mulVec_mulVec, Matrix.mul_nonsing_inv _ hA.det_pos.ne'.isUnit, Matrix.one_mulVec]
```

The small system needs the same property. W†AW is Hermitian because A is, and for any coefficient vector u ≠ 0

u†(W†AW)u = (Wu)†A(Wu) > 0,

since linearly independent columns give Wu ≠ 0. In Lean, `A.PosDef` includes Hermiticity, and `Function.Injective W.mulVec` expresses linear independence.

```lean
omit [DecidableEq n] [DecidableEq m] in
/-- Projecting a positive definite response matrix on a linearly independent basis
gives a positive definite matrix. -/
theorem projected_posDef {A : Matrix n n ℂ} (hA : A.PosDef) {W : Matrix n m ℂ}
    (hW : Function.Injective W.mulVec) : (Wᴴ * A * W).PosDef := by
  rw [Matrix.posDef_iff_dotProduct_mulVec]
  refine ⟨?_, fun x hx => ?_⟩
  · unfold Matrix.IsHermitian
    rw [Matrix.conjTranspose_mul, Matrix.conjTranspose_mul, Matrix.conjTranspose_conjTranspose,
      hA.isHermitian.eq, Matrix.mul_assoc]
  · have hWx : W *ᵥ x ≠ 0 := fun h => hx (hW (h.trans (Matrix.mulVec_zero W).symm))
    have hp := hA.dotProduct_mulVec_pos hWx
    rw [adjoint_move] at hp
    simpa only [Matrix.mulVec_mulVec, Matrix.mul_assoc] using hp
```

## The missing response is a quadratic form

Let e = x − y be the error of the response vector. Expanding,

e†Ae = x†Ax − x†Ay − y†Ax + y†Ay.

Since Ax = b and A is Hermitian, the first three terms are b†x, −b†y and −y†b. The projected equation gives the last:

y†Ay = c†(W†AW)c = c†W†b = y†b.

The last two terms cancel. With b†y = (W†b)†c = R_W(b,b), this leaves

R(b,b) − R_W(b,b) = e†Ae.

In the proof, `hx` and `hc` are the two linear equations, `h1` and `h2` move A and W across the product, and `h3` is the projected equation just used.

```lean
/-- For positive definite `A` and a linearly independent basis, the part of the diagonal response
missed by the basis is the quadratic form of `A` at the error of the response vector. -/
theorem response_sub_basisResponse {A : Matrix n n ℂ} (hA : A.PosDef) {W : Matrix n m ℂ}
    (hW : Function.Injective W.mulVec) (b : n → ℂ) :
    response A b b - basisResponse A W b b =
      star (A⁻¹ *ᵥ b - basisVector A W b) ⬝ᵥ (A *ᵥ (A⁻¹ *ᵥ b - basisVector A W b)) := by
  have hx := response_equation hA b
  have hc := response_equation (projected_posDef hA hW) (Wᴴ *ᵥ b)
  unfold basisResponse response basisVector
  -- from here on `x` and `c` enter only through their linear equations
  generalize A⁻¹ *ᵥ b = x at hx ⊢
  generalize (Wᴴ * A * W)⁻¹ *ᵥ (Wᴴ *ᵥ b) = c at hc ⊢
  have h1 : ∀ v, star x ⬝ᵥ (A *ᵥ v) = star b ⬝ᵥ v := by
    intro v
    have h := adjoint_move A x v
    rw [hx, hA.isHermitian.eq] at h
    exact h.symm
  have h2 : star b ⬝ᵥ (W *ᵥ c) = star (Wᴴ *ᵥ b) ⬝ᵥ c := by
    have h := adjoint_move Wᴴ b c
    rw [Matrix.conjTranspose_conjTranspose] at h
    exact h.symm
  -- the projected equation, multiplied from the left by the conjugate transpose of `c`
  have h3 : star (W *ᵥ c) ⬝ᵥ (A *ᵥ (W *ᵥ c)) = star (W *ᵥ c) ⬝ᵥ b := by
    rw [adjoint_move, adjoint_move, ← hc]
    simp only [Matrix.mulVec_mulVec, Matrix.mul_assoc]
  rw [Matrix.mulVec_sub, star_sub, sub_dotProduct, dotProduct_sub, dotProduct_sub,
    h1, h1, h2, h3, hx]
  ring
```

Positivity of A makes the right-hand side nonnegative, hence

R_W(b,b) ≤ R(b,b).

Lean states this inequality between complex numbers, where `≤` means equal imaginary parts and ordered real parts.

```lean
/-- For a positive definite response matrix, the diagonal response computed in a linearly
independent basis never exceeds the full one: `b* W (W* A W)⁻¹ W* b ≤ b* A⁻¹ b`. -/
theorem basisResponse_le_response {A : Matrix n n ℂ} (hA : A.PosDef) {W : Matrix n m ℂ}
    (hW : Function.Injective W.mulVec) (b : n → ℂ) :
    basisResponse A W b b ≤ response A b b := by
  apply sub_nonneg.mp
  rw [response_sub_basisResponse hA hW]
  exact hA.posSemidef.dotProduct_mulVec_nonneg _
```

For A it is not enough to be Hermitian and invertible. Take A = diag(1,−1), b = (0,1) and the first coordinate as basis: the projected response is 0, while the full one is −1. This matters in four-component calculations, where rotations into negative-energy states generally make the electronic Hessian indefinite.

## When the basis is already sufficient

If the two responses agree, then e†Ae = 0, and definiteness forces e = 0, so x = y lies in the span of W. Conversely, if x = Wc for some c, then

W†b = W†Ax = (W†AW)c.

This c therefore solves the small system, y = x, and the difference vanishes. The two directions of the Lean proof follow these two arguments.

```lean
/-- For positive definite `A` and a linearly independent basis, the basis gives the full diagonal
response exactly when the response vector `A⁻¹ b` lies in its span. -/
theorem basisResponse_eq_response_iff {A : Matrix n n ℂ} (hA : A.PosDef) {W : Matrix n m ℂ}
    (hW : Function.Injective W.mulVec) (b : n → ℂ) :
    basisResponse A W b b = response A b b ↔ ∃ c, W *ᵥ c = A⁻¹ *ᵥ b := by
  have key := response_sub_basisResponse hA hW b
  constructor
  · intro h
    rw [h, sub_self] at key
    -- a nonzero error would have a positive quadratic form
    have he : A⁻¹ *ᵥ b - basisVector A W b = 0 := by
      by_contra hne
      exact (hA.dotProduct_mulVec_pos hne).ne key
    exact ⟨_, (sub_eq_zero.mp he).symm⟩
  · rintro ⟨c, hc⟩
    have hb : Wᴴ *ᵥ b = (Wᴴ * A * W) *ᵥ c := by
      have h := response_equation hA b
      rw [← hc] at h
      calc Wᴴ *ᵥ b = Wᴴ *ᵥ (A *ᵥ (W *ᵥ c)) := by rw [h]
        _ = (Wᴴ * A * W) *ᵥ c := by simp only [Matrix.mulVec_mulVec, Matrix.mul_assoc]
    have hy : basisVector A W b = A⁻¹ *ᵥ b := by
      unfold basisVector
      rw [hb, Matrix.mulVec_mulVec c,
        Matrix.nonsing_inv_mul _ (projected_posDef hA hW).det_pos.ne'.isUnit,
        Matrix.one_mulVec, hc]
    rw [hy, sub_self, Matrix.mulVec_zero, dotProduct_zero] at key
    exact (sub_eq_zero.mp key).symm
```

## Nested bases

Let V be the larger basis and VC the smaller one, whose columns are combinations of those of V. Then

(VC)†A(VC) = C†(V†AV)C,

(VC)†b = C†(V†b).

Projecting onto VC is thus projecting onto V and then onto C. Independence of the columns of VC implies that of C, so the bound applies to the positive definite matrix V†AV:

R_VC(b,b) ≤ R_V(b,b).

Both values use the same A. Enlarging an orbital basis usually changes the reference state and with it A, and the theorem does not compare such calculations.

```lean
/-- Enlarging a response basis never lowers a diagonal response: for positive definite `A`, the
basis `V C`, made of combinations of the columns of `V`, gives at most the value of `V`.
Both bases are linearly independent. -/
theorem basisResponse_mono {A : Matrix n n ℂ} (hA : A.PosDef) {V : Matrix n m ℂ}
    {C : Matrix m k ℂ} (hV : Function.Injective V.mulVec)
    (hVC : Function.Injective (V * C).mulVec) (b : n → ℂ) :
    basisResponse A (V * C) b b ≤ basisResponse A V b b := by
  have hC : Function.Injective C.mulVec := by
    intro u v h
    apply hVC
    rw [← Matrix.mulVec_mulVec u, ← Matrix.mulVec_mulVec v, show C *ᵥ u = C *ᵥ v from h]
  -- projecting on V C is projecting on V and then on C
  have h := basisResponse_le_response (projected_posDef hA hV) hC (Vᴴ *ᵥ b)
  have e : basisResponse (Vᴴ * A * V) C (Vᴴ *ᵥ b) (Vᴴ *ᵥ b) = basisResponse A (V * C) b b := by
    simp only [basisResponse, Matrix.conjTranspose_mul, Matrix.mulVec_mulVec, Matrix.mul_assoc]
  rw [e] at h
  exact h
```

## A coupling that falls when the basis grows

Keep only the first coordinate of a two-dimensional space:

```lean
/-- The basis of a two-dimensional space that keeps only the first coordinate. -/
def firstCoordinate : Matrix (Fin 2) (Fin 1) ℂ := !![1; 0]
```

With A = 1, b = (1,1) and d = (1,−1), the full mixed response is

R(b,d) = 1·1 + 1·(−1) = 0.

After truncation the projected matrix and both projected perturbations equal 1, so

R_W(b,d) = 1.

The truncated value exceeds the full one, although A is positive definite and the basis is linearly independent. The theorem checks that independence together with the two values.

```lean
/-- Mixed responses lack the bound: for `A = 1`, `b = (1, 1)` and `d = (1, -1)` the full value
is 0, and the linearly independent basis of the first coordinate gives 1. -/
theorem mixed_response_not_bounded :
    Function.Injective firstCoordinate.mulVec ∧
    response (1 : Matrix (Fin 2) (Fin 2) ℂ) ![1, 1] ![1, -1] = 0 ∧
    basisResponse (1 : Matrix (Fin 2) (Fin 2) ℂ) firstCoordinate ![1, 1] ![1, -1] = 1 := by
  refine ⟨?_, ?_, ?_⟩
  · intro u v h
    ext i
    fin_cases i
    have h0 := congrFun h 0
    simpa [firstCoordinate, Matrix.mulVec, dotProduct] using h0
  · unfold response
    rw [inv_one, Matrix.one_mulVec]
    simp [dotProduct, Fin.sum_univ_succ]
  · have h : firstCoordinateᴴ * (1 : Matrix (Fin 2) (Fin 2) ℂ) * firstCoordinate = 1 := by
      rw [Matrix.mul_one]
      ext i j
      fin_cases i
      fin_cases j
      simp [firstCoordinate, Matrix.mul_apply, Fin.sum_univ_succ]
    unfold basisResponse response
    rw [h, inv_one, Matrix.one_mulVec]
    simp [firstCoordinate, Matrix.mulVec, dotProduct, Fin.sum_univ_succ]

end

end ResponseBasisBound
```

```lean
#print axioms ResponseBasisBound.basisResponse_eq_response_iff
#print axioms ResponseBasisBound.basisResponse_mono
#print axioms ResponseBasisBound.mixed_response_not_bounded
```

```
'ResponseBasisBound.basisResponse_eq_response_iff' depends on axioms: [propext, Classical.choice, Quot.sound]
'ResponseBasisBound.basisResponse_mono' depends on axioms: [propext, Classical.choice, Quot.sound]
'ResponseBasisBound.mixed_response_not_bounded' depends on axioms: [propext, Classical.choice, Quot.sound]
```
